# Phase feedback can mix quantum oscillations into sum and difference phases at second order

A single orbit whose phase $x$ is shifted by its own signal, $y=a\sin(x+cy)$, responds for small $a$ as $y\approx a\sin x+\tfrac12a^2c\sin 2x$: feedback creates a second harmonic. With two orbits the same mechanism can also create terms at the sum and difference of their phases, with coefficients that depend on how strongly the signal shifts each phase.

```lean
import Mathlib

open Filter Topology

namespace CombinationFrequencies

noncomputable section

variable {ι : Type*} [Fintype ι]

/-- The summed oscillation of orbits with amplitudes `A i` and phases `x i`, when a signal `y`
shifts each phase by `c i * y`. -/
def response (A c x : ι → ℝ) (y : ℝ) : ℝ :=
  ∑ i, A i * Real.sin (x i + c i * y)

/-- The second-order signal: a sum of oscillations at the sums and differences of the
phases of all pairs of orbits. -/
def combinationSignal (A c x : ι → ℝ) : ℝ :=
  (∑ i, ∑ j, A i * A j * c i * (Real.sin (x i + x j) - Real.sin (x i - x j))) / 2

/-- The rate at which the summed oscillation changes with the signal that is fed back. -/
theorem hasDerivAt_response (A c x : ι → ℝ) (y : ℝ) :
    HasDerivAt (response A c x) (∑ i, A i * c i * Real.cos (x i + c i * y)) y := by
  have h : ∀ i ∈ (Finset.univ : Finset ι),
      HasDerivAt (fun z : ℝ => A i * Real.sin (x i + c i * z))
        (A i * c i * Real.cos (x i + c i * y)) y := by
    intro i _
    have h1 : HasDerivAt (fun z : ℝ => x i + c i * z) (c i) y :=
      (((hasDerivAt_id' y).const_mul (c i)).const_add (x i)).congr_deriv (by ring)
    exact (h1.sin.const_mul (A i)).congr_deriv (by ring)
  have h2 := HasDerivAt.fun_sum h
  exact h2

/-- Two signals fed back into the orbits give responses that differ by at most
`∑ |A i * c i|` times the difference of the signals. -/
theorem response_lipschitz (A c x : ι → ℝ) (y z : ℝ) :
    |response A c x y - response A c x z| ≤ (∑ i, |A i * c i|) * |y - z| := by
  have h := Convex.norm_image_sub_le_of_norm_hasDerivWithin_le (s := Set.univ)
    (f := response A c x) (C := ∑ i, |A i * c i|) (x := z) (y := y)
    (fun u _ => (hasDerivAt_response A c x u).hasDerivWithinAt)
    (fun u _ => by
      rw [Real.norm_eq_abs]
      refine (Finset.abs_sum_le_sum_abs _ _).trans (Finset.sum_le_sum fun i _ => ?_)
      rw [abs_mul]
      exact mul_le_of_le_one_right (abs_nonneg _) (Real.abs_cos_le_one _))
    convex_univ (Set.mem_univ _) (Set.mem_univ _)
  simpa only [Real.norm_eq_abs] using h

/-- If `|a| * ∑ |A i * c i| < 1`, the self-consistency equation for the signal has exactly
one solution. -/
theorem existsUnique_signal (A c x : ι → ℝ) (a : ℝ)
    (ha : |a| * ∑ i, |A i * c i| < 1) : ∃! y : ℝ, y = a * response A c x y := by
  have hL : 0 ≤ |a| * ∑ i, |A i * c i| :=
    mul_nonneg (abs_nonneg _) (Finset.sum_nonneg fun i _ => abs_nonneg _)
  have hb : ∀ y z : ℝ, |a * response A c x y - a * response A c x z|
      ≤ (|a| * ∑ i, |A i * c i|) * |y - z| := by
    intro y z
    rw [← mul_sub, abs_mul, mul_assoc]
    exact mul_le_mul_of_nonneg_left (response_lipschitz A c x y z) (abs_nonneg _)
  -- the feedback map is a contraction of the real line
  have hc : ContractingWith ⟨|a| * ∑ i, |A i * c i|, hL⟩
      (fun y : ℝ => a * response A c x y) := by
    refine ⟨ha, LipschitzWith.of_dist_le_mul fun y z => ?_⟩
    rw [Real.dist_eq, Real.dist_eq]
    exact hb y z
  refine ⟨ContractingWith.fixedPoint _ hc, hc.fixedPoint_isFixedPt.symm, fun z hz => ?_⟩
  exact hc.fixedPoint_unique hz.symm

/-- The slope of the response at zero signal, times the response at zero signal, is the combination
signal. -/
theorem slope_mul_linear (A c x : ι → ℝ) :
    (∑ i, A i * c i * Real.cos (x i)) * (∑ j, A j * Real.sin (x j))
      = combinationSignal A c x := by
  unfold combinationSignal
  rw [Finset.sum_mul_sum, Finset.sum_div]
  refine Finset.sum_congr rfl fun i _ => ?_
  rw [Finset.sum_div]
  refine Finset.sum_congr rfl fun j _ => ?_
  rw [Real.sin_add, Real.sin_sub]
  ring

/-- For any number of orbits, a signal that solves the self-consistency equation at small
nonzero `a` is the linear superposition plus `a ^ 2` times the combination signal, to
second order in `a`. -/
theorem second_order_signal (A c x : ι → ℝ) (y : ℝ → ℝ)
    (hy : ∀ᶠ a in 𝓝[≠] (0 : ℝ), y a = a * response A c x (y a)) :
    Tendsto (fun a => (y a - a * ∑ i, A i * Real.sin (x i)) / a ^ 2)
      (𝓝[≠] 0) (𝓝 (combinationSignal A c x)) := by
  have hR0 : response A c x 0 = ∑ i, A i * Real.sin (x i) := by simp [response]
  have hd := hasDerivAt_response A c x 0
  have hbound : ∀ z, |response A c x z| ≤ ∑ i, |A i| := by
    intro z
    refine (Finset.abs_sum_le_sum_abs _ _).trans (Finset.sum_le_sum fun i _ => ?_)
    rw [abs_mul]
    exact mul_le_of_le_one_right (abs_nonneg _) (Real.abs_sin_le_one _)
  -- the signal vanishes with the coupling
  have hy0 : Tendsto y (𝓝[≠] 0) (𝓝 0) := by
    have hg : Continuous fun a : ℝ => |a| * ∑ i, |A i| := by fun_prop
    refine squeeze_zero_norm' (a := fun a : ℝ => |a| * ∑ i, |A i|) ?_
      ((hg.tendsto' 0 0 (by simp)).mono_left nhdsWithin_le_nhds)
    filter_upwards [hy] with a ha
    rw [Real.norm_eq_abs, ha, abs_mul]
    exact mul_le_mul_of_nonneg_left (hbound _) (abs_nonneg _)
  -- the difference quotient of the response tends to its slope
  have h1 := (continuousAt_dslope_same.2 hd.differentiableAt).tendsto.comp hy0
  have h2 := hd.continuousAt.tendsto.comp hy0
  have h3 := h1.mul h2
  have hv : dslope (response A c x) 0 0 * response A c x 0 = combinationSignal A c x := by
    rw [dslope_same, hd.deriv, hR0, ← slope_mul_linear]
    simp
  rw [hv] at h3
  refine h3.congr' ?_
  filter_upwards [hy, self_mem_nhdsWithin] with a hya ha
  have ha0 : a ≠ 0 := ha
  have hs : y a * dslope (response A c x) 0 (y a)
      = response A c x (y a) - response A c x 0 := by
    have := sub_smul_dslope (response A c x) 0 (y a)
    rwa [sub_zero, smul_eq_mul] at this
  simp only [Function.comp_apply]
  rw [eq_div_iff (pow_ne_zero 2 ha0)]
  linear_combination a * hs - a * dslope (response A c x) 0 (y a) * hya - hya - a * hR0

/-- Two orbits of unit amplitude: for small `a` the signal exists and is unique, and its
second-order part is a combination of sines of the doubled phases and of the sum and difference of
the two phases, with coefficients set by `c₁` and `c₂` that may vanish. -/
theorem two_orbits (x₁ x₂ c₁ c₂ : ℝ) :
    (∀ᶠ a in 𝓝 (0 : ℝ),
      ∃! y : ℝ, y = a * (Real.sin (x₁ + c₁ * y) + Real.sin (x₂ + c₂ * y))) ∧
    ∀ y : ℝ → ℝ, (∀ᶠ a in 𝓝[≠] (0 : ℝ),
        y a = a * (Real.sin (x₁ + c₁ * y a) + Real.sin (x₂ + c₂ * y a))) →
      Tendsto (fun a => (y a - a * (Real.sin x₁ + Real.sin x₂)) / a ^ 2) (𝓝[≠] 0)
        (𝓝 ((c₁ * Real.sin (2 * x₁) + c₂ * Real.sin (2 * x₂)
          + (c₁ + c₂) * Real.sin (x₁ + x₂) + (c₂ - c₁) * Real.sin (x₁ - x₂)) / 2)) := by
  have hR : ∀ y, response (fun _ => 1) ![c₁, c₂] ![x₁, x₂] y
      = Real.sin (x₁ + c₁ * y) + Real.sin (x₂ + c₂ * y) := by
    intro y
    simp [response, Fin.sum_univ_two]
  constructor
  · have hg : Continuous fun a : ℝ => |a| * ∑ i, |(1 : ℝ) * ![c₁, c₂] i| := by fun_prop
    filter_upwards [(hg.tendsto' 0 0 (by simp)).eventually_lt_const one_pos] with a ha
    have h := existsUnique_signal (fun _ => 1) ![c₁, c₂] ![x₁, x₂] a ha
    simpa only [hR] using h
  · intro y hy
    have h := second_order_signal (fun _ => 1) ![c₁, c₂] ![x₁, x₂] y
      (by simpa only [hR] using hy)
    have hS : ∑ i, (1 : ℝ) * Real.sin (![x₁, x₂] i) = Real.sin x₁ + Real.sin x₂ := by
      simp [Fin.sum_univ_two]
    have hC : combinationSignal (fun _ => 1) ![c₁, c₂] ![x₁, x₂]
        = (c₁ * Real.sin (2 * x₁) + c₂ * Real.sin (2 * x₂)
          + (c₁ + c₂) * Real.sin (x₁ + x₂) + (c₂ - c₁) * Real.sin (x₁ - x₂)) / 2 := by
      simp only [combinationSignal, Fin.sum_univ_two, Matrix.cons_val_zero,
        Matrix.cons_val_one, Real.sin_add, Real.sin_sub, Real.sin_two_mul]
      ring
    rw [hC] at h
    simpa only [hS] using h

/-- For one orbit of unit amplitude, unit feedback and zero phase, the signal is not unique
at the coupling `π / 2`. -/
theorem not_unique_at_strong_coupling :
    ¬ ∃! y : ℝ,
      y = Real.pi / 2 * response (fun _ : Fin 1 => 1) (fun _ => 1) (fun _ => 0) y := by
  intro hu
  -- both `0` and `π / 2` solve the self-consistency equation
  have h : (0 : ℝ) = Real.pi / 2 :=
    hu.unique (by simp [response]) (by simp [response])
  linarith [Real.pi_pos]

end

end CombinationFrequencies
```

```lean
#print axioms CombinationFrequencies.second_order_signal
#print axioms CombinationFrequencies.two_orbits
#print axioms CombinationFrequencies.not_unique_at_strong_coupling
```

```
'CombinationFrequencies.second_order_signal' depends on axioms: [propext, Classical.choice, Quot.sound]
'CombinationFrequencies.two_orbits' depends on axioms: [propext, Classical.choice, Quot.sound]
'CombinationFrequencies.not_unique_at_strong_coupling' depends on axioms: [propext, Classical.choice, Quot.sound]
```

## Orbits coupled through a common signal

In a metal in a magnetic field, each extremal Fermi-surface orbit contributes an oscillation. If the orbits feel the oscillating magnetisation as well as the applied field, the total signal shifts every phase. The model keeps one sine per orbit and a shift linear in the signal:

$$y=aR(y),\qquad R(y)=\sum_i A_i\sin(x_i+c_i y).$$

Here $y$ is the signal, $a$ its overall strength, and $A_i$, $x_i$ and $c_i$ are the amplitude, phase and feedback coefficient of orbit $i$. In Lean, $R$ is `response A c x`, and the finite type `ι` labels the orbits. All quantities are real. The coefficients $c_i$ are given constants that stand for the sensitivity of each phase to the signal; they are not derived from a band structure.

## One solution at weak coupling

Differentiation gives $R'(y)=\sum_i A_ic_i\cos(x_i+c_iy)$, which is `hasDerivAt_response`. Since $|\cos|\le1$, the slope is bounded by $L=\sum_i|A_ic_i|$, and the mean value inequality gives

$$|R(y)-R(z)|\le L|y-z|.$$

This is `response_lipschitz`. If $|a|L<1$, the map $y\mapsto aR(y)$ is therefore a contraction of the real line and has exactly one fixed point. `existsUnique_signal` states this as `∃!`, and its proof builds the contraction as a `ContractingWith` object.

Some bound on the coupling is needed. For one orbit with $A=c=1$ and $x=0$, the equation at $a=\pi/2$ is $y=\tfrac{\pi}{2}\sin y$, which both $y=0$ and $y=\pi/2$ solve. Hence $|a|L\le\pi/2$ would not guarantee uniqueness. This is `not_unique_at_strong_coupling`.

## The second-order term

Let $y(a)$ solve the equation for all sufficiently small $a\ne0$. In Lean this is the hypothesis `hy`, where `∀ᶠ a in 𝓝[≠] (0 : ℝ)` means "for all nonzero $a$ close enough to zero". No continuity or power series is assumed. Because $|R|\le\sum_i|A_i|$,

$$|y(a)|\le|a|\sum_i|A_i|\to0.$$

Define $D(y)=(R(y)-R(0))/y$ for $y\ne0$ and $D(0)=R'(0)$. This function is continuous at zero, and $R(y)-R(0)=yD(y)$ for every $y$. Using $y=aR(y)$ twice,

$$y-aR(0)=a\,[R(y)-R(0)]=a\,yD(y)=a^2R(y)D(y).$$

Division by $a^2$ and the limit $a\to0$ give

$$\frac{y(a)-aR(0)}{a^2}\to R'(0)R(0),\qquad R(0)=\sum_iA_i\sin x_i.$$

In `second_order_signal`, `dslope` is $D$, a squeeze argument gives $y(a)\to0$, and the closing `linear_combination` is the displayed algebra.

The identity $\cos x_i\sin x_j=\tfrac12[\sin(x_i+x_j)-\sin(x_i-x_j)]$ then turns the limit into

$$R'(0)R(0)=\tfrac12\sum_{i,j}A_iA_jc_i\,[\sin(x_i+x_j)-\sin(x_i-x_j)].$$

The right-hand side is `combinationSignal`, and `slope_mul_linear` proves the equality.

## Two orbits and their frequencies

For two unit amplitudes, the diagonal terms give $c_1\sin2x_1+c_2\sin2x_2$, and the two mixed terms combine. The limit is

$$\tfrac12\big[c_1\sin2x_1+c_2\sin2x_2+(c_1+c_2)\sin(x_1+x_2)+(c_2-c_1)\sin(x_1-x_2)\big].$$

`two_orbits` proves this limit for every solution branch, together with existence and uniqueness for all $a$ near zero. For equal feedback, $c_1=c_2$, the difference term vanishes at this order.

The limit is taken at fixed phases. To read it as a spectrum, set $x_i=F_it$, with $t$ proportional to the inverse field and the $c_i$ held constant: the terms of the second-order signal then have the frequencies $2F_1$, $2F_2$, $F_1+F_2$ and $|F_1-F_2|$, each present only where its coefficient is nonzero. Within this model of prescribed sinusoidal orbits, a peak at a combination frequency therefore needs no Fermi-surface orbit of its own, which matters when measured frequencies are compared with calculated extremal areas. Field-dependent amplitudes, higher harmonics of each orbit and magnetic breakdown are left out of the model.
